# Han's inequality for leave-one-out clusters: $(N-1)$ times the configurational entropy is at most the sum of the entropies of the $N$ clusters that each miss one site

To bound the configurational entropy of an alloy by the entropies of clusters that each miss one site, we describe the alloy by a single joint probability distribution of the species on all its sites, and obtain every cluster distribution from it by summation. There are $N$ sites, each with its own finite set of species, so sublattices are allowed. A configuration $x$ puts a species $x_i$ on every site $i$ and has probability $p(x)$. Correlations are arbitrary, and $p$ need not be an equilibrium distribution.

Here $S$ denotes a cluster, not an entropy. Let $P_S(x)$ be the probability of finding on $S$ the same species as in $x$, and let $H(S)$ be the entropy of the marginal on $S$, in units of $k_B$. Write $\Lambda$ for the set of all sites. The claim is

$$(N-1)\,H(\Lambda)\le\sum_{i\in\Lambda}H(\Lambda\setminus i).$$

This is the link between sizes $N-1$ and $N$ in Han's chain of inequalities for clusters of successive sizes. For a finite simulation cell with $N\ge2$ it bounds the entropy from above, provided that the cluster entropies are those of the cell's own joint distribution; entropies that are approximated or estimated from a finite sample need not give an upper bound.

## The entropy gained by adding a site

We set $0\ln 0=0$ and read a quotient with zero denominator as zero, as Lean's conventions also do. Grouping configurations by their part on $S$ gives

$$H(S)=-\sum_x p(x)\ln P_S(x).$$

Take a site $i\notin S$ and write $x^{i\to b}$ for $x$ with species $b$ put on site $i$. Summing over that species removes the site:

$$\sum_b P_{S\cup i}(x^{i\to b})=P_S(x).$$

Now set $A=P_{S\cup i}$, $B=P_{\Lambda\setminus i}$ and $C=P_S$. Then

$$[H(\Lambda)-H(\Lambda\setminus i)]-[H(S\cup i)-H(S)]
=\sum_{x:\,p(x)>0}p\ln\frac{AB}{pC}
\le\sum_x\left(\frac{AB}{C}-p\right).$$

The inequality uses $\ln r\le r-1$ where $p(x)>0$; there $A$, $B$ and $C$ are at least $p(x)$, hence positive. Configurations with $p(x)=0$ add only non-negative terms on the right.

The right-hand side vanishes. Since $B(x)=\sum_a p(x^{i\to a})$, we can change variables from $(x,a)$ to $y=x^{i\to a}$ and $b=x_i$, so that $x=y^{i\to b}$. As $C$ does not depend on the species on $i$,

$$\sum_x\frac{A(x)B(x)}{C(x)}=\sum_y p(y)\,\frac{\sum_b A(y^{i\to b})}{C(y)}=\sum_y p(y)=1.$$

Site $i$ therefore adds no more entropy to all the other sites than it adds to $S$:

$$H(\Lambda)-H(\Lambda\setminus i)\le H(S\cup i)-H(S).$$

## Building up the lattice

Start from the empty cluster, for which $P_\emptyset=1$ and $H(\emptyset)=0$, and add the sites of $S$ one at a time. The right-hand sides telescope:

$$\sum_{i\in S}[H(\Lambda)-H(\Lambda\setminus i)]\le H(S).$$

For $S=\Lambda$ this reads $N H(\Lambda)-\sum_i H(\Lambda\setminus i)\le H(\Lambda)$, which is the claim.

Equality occurs for independent sites, $p(x)=\prod_j q_j(x_j)$ with each $q_j$ normalised. Leaving out site $i$ removes its factor. Each factor then appears in $N-1$ of the $N$ products, so $\sum_i\ln P_{\Lambda\setminus i}(x)=(N-1)\ln p(x)$ wherever $p(x)\neq0$. Averaging over $p$ gives equality.

## Sites, marginals and entropy in Lean

The finite type `ι` holds the sites, and `α i` is the finite set of species allowed on site `i`. A configuration has type `∀ i, α i`.

```lean
import Mathlib

open Finset Function

namespace LeaveOneOutEntropy

noncomputable section

variable {ι : Type*} [Fintype ι] [DecidableEq ι] {α : ι → Type*}
  [∀ i, Fintype (α i)] [∀ i, DecidableEq (α i)]
```

The entropy is defined for any real function on a finite type; non-negativity and normalisation enter as hypotheses of the theorems.

```lean
/-- Configurational entropy `-∑ q ln q` of a distribution, in units of the Boltzmann constant. -/
def entropy {Ω : Type*} [Fintype Ω] (q : Ω → ℝ) : ℝ := -∑ w, q w * Real.log (q w)
```

A marginal is a function on the configurations of the cluster alone, so its entropy counts each cluster configuration once.

```lean
/-- Marginal distribution of the species on the cluster `S`: the joint distribution `p` summed
over all configurations that restrict to `z` on `S`. -/
def marginal (p : (∀ i, α i) → ℝ) (S : Finset ι) (z : ∀ j : S, α j) : ℝ :=
  ∑ x : ∀ i, α i, if (fun j : S => x j) = z then p x else 0
```

The function $P_S(x)$ takes a full configuration as its argument, which lets different clusters be compared under one sum.

```lean
/-- Probability of finding on the cluster `S` the same species as in the configuration `x`. -/
def clusterProb (p : (∀ i, α i) → ℝ) (S : Finset ι) (x : ∀ i, α i) : ℝ :=
  ∑ y : ∀ i, α i, if ∀ j ∈ S, y j = x j then p y else 0
```

The next theorem connects the two descriptions. It writes the marginal as a sum over full configurations and exchanges the order of summation.

```lean
/-- The entropy of a cluster marginal is the average over full configurations of minus the
logarithm of the cluster probability. -/
theorem entropy_marginal (p : (∀ i, α i) → ℝ) (S : Finset ι) :
    entropy (marginal p S) = -∑ x, p x * Real.log (clusterProb p S x) := by
  have hr : ∀ x : ∀ i, α i, marginal p S (fun j => x j) = clusterProb p S x := by
    intro x
    unfold marginal clusterProb
    refine sum_congr rfl fun y _ => if_congr ?_ rfl rfl
    exact ⟨fun h j hj => congrFun h ⟨j, hj⟩, fun h => funext fun j => h j j.2⟩
  have hm : ∀ (z : ∀ j : S, α j) (L : ℝ), marginal p S z * L =
      ∑ x : ∀ i, α i, if (fun j : S => x j) = z then p x * L else 0 := by
    intro z L
    simp only [marginal, sum_mul, ite_mul, zero_mul]
  unfold entropy
  rw [sum_congr rfl fun z _ => hm z (Real.log (marginal p S z)), sum_comm]
  refine congrArg Neg.neg (sum_congr rfl fun x _ => ?_)
  simp only [sum_ite_eq, mem_univ, if_true, hr]
```

## Properties of cluster probabilities

On the whole lattice only $x$ itself agrees with $x$, so $P_\Lambda=p$.

```lean
/-- For the cluster of all sites the cluster probability is the joint distribution itself. -/
theorem clusterProb_univ (p : (∀ i, α i) → ℝ) (x : ∀ i, α i) :
    clusterProb p univ x = p x := by
  unfold clusterProb
  rw [sum_eq_single x]
  · exact if_pos fun _ _ => rfl
  · intro y _ hy
    exact if_neg fun h => hy (funext fun j => h j (mem_univ j))
  · intro h
    exact absurd (mem_univ x) h
```

The bound $p(x)\le P_S(x)$ holds because $p(x)$ is one of the non-negative terms in the sum.

```lean
/-- For non-negative `p`, a configuration is at most as probable as its part on a cluster. -/
theorem le_clusterProb {p : (∀ i, α i) → ℝ} (hp : ∀ x, 0 ≤ p x) (S : Finset ι)
    (x : ∀ i, α i) : p x ≤ clusterProb p S x := by
  calc p x = if ∀ j ∈ S, x j = x j then p x else 0 := (if_pos fun _ _ => rfl).symm
    _ ≤ clusterProb p S x :=
      single_le_sum (f := fun y : ∀ i, α i => if ∀ j ∈ S, y j = x j then p y else 0)
        (fun y _ => by
          split_ifs
          exacts [hp y, le_rfl]) (mem_univ x)
```

In the summation rule, `update x i b` is $x^{i\to b}$. For each `y` in the sum, only the species `b = y i` can contribute.

```lean
/-- Summing a cluster probability over the species on one site `i` removes that site from the
cluster. -/
theorem sum_clusterProb_update (p : (∀ i, α i) → ℝ) {S : Finset ι} {i : ι} (hi : i ∉ S)
    (x : ∀ i, α i) :
    ∑ b, clusterProb p (insert i S) (update x i b) = clusterProb p S x := by
  unfold clusterProb
  rw [sum_comm]
  refine sum_congr rfl fun y _ => ?_
  have h : ∀ b, (∀ j ∈ insert i S, y j = update x i b j) ↔
      (y i = b ∧ ∀ j ∈ S, y j = x j) := by
    intro b
    rw [forall_mem_insert, update_self]
    refine and_congr_right fun _ => forall₂_congr fun j hj => ?_
    have hji : j ≠ i := fun e => hi (e ▸ hj)
    rw [update_of_ne hji]
  by_cases hS : ∀ j ∈ S, y j = x j
  · rw [if_pos hS, sum_eq_single (y i)]
    · exact if_pos ((h _).2 ⟨rfl, hS⟩)
    · intro b _ hb
      exact if_neg fun hh => hb ((h b).1 hh).1.symm
    · intro hh
      exact absurd (mem_univ _) hh
  · rw [if_neg hS]
    exact sum_eq_zero fun b _ => if_neg fun hh => hS ((h b).1 hh).2
```

## The comparison of entropy gains

In the proof below, `hB` expresses $B$ as a sum over the species on $i$, and `hC` says that $C$ ignores that species. The change of variables is `hswap`, obtained from the involution `hinv`. Then `hsum` gives the normalisation of $AB/C$, and `hle` applies the logarithm bound to the ratio $AB/(pC)$ for each configuration with $p(x)>0$. That ratio is the $r$ of the comment `ln r ≤ r - 1`; in the code lines below the comment, `r` stands for $p(x)$.

```lean
/-- For a probability distribution `p`, the entropy that site `i` adds to all the other sites is
at most the entropy it adds to any cluster `S` not containing it. -/
theorem last_gain_le {p : (∀ i, α i) → ℝ} (hp : ∀ x, 0 ≤ p x) (h1 : ∑ x, p x = 1)
    {S : Finset ι} {i : ι} (hi : i ∉ S) :
    entropy p - entropy (marginal p (univ.erase i)) ≤
      entropy (marginal p (insert i S)) - entropy (marginal p S) := by
  have hB : ∀ x, clusterProb p (univ.erase i) x = ∑ a, p (update x i a) := by
    intro x
    have h := sum_clusterProb_update p (S := univ.erase i) (i := i) (by simp) x
    rw [insert_erase (mem_univ i)] at h
    simp only [clusterProb_univ] at h
    exact h.symm
  have hC : ∀ x b, clusterProb p S (update x i b) = clusterProb p S x := by
    intro x b
    unfold clusterProb
    refine sum_congr rfl fun y _ => if_congr (forall₂_congr fun j hj => ?_) rfl rfl
    have hji : j ≠ i := fun e => hi (e ▸ hj)
    rw [update_of_ne hji]
  -- exchanging the species on site `i` with a summed one is an involution
  have hinv : Involutive (fun z : (∀ k, α k) × α i => (update z.1 i z.2, z.1 i)) :=
    fun z => by simp
  have hswap : ∀ G : (∀ k, α k) → (∀ k, α k) → ℝ,
      ∑ x, ∑ a, G (update x i a) x = ∑ y, ∑ b, G y (update y i b) := by
    intro G
    have h := Equiv.sum_comp hinv.toPerm (fun z => G z.1 (update z.1 i z.2))
    simp only [Fintype.sum_prod_type] at h
    refine Eq.trans (sum_congr rfl fun x _ => sum_congr rfl fun a _ => ?_) h
    change G (update x i a) x = G (update x i a) (update (update x i a) i (x i))
    rw [update_idem, update_eq_self]
  -- the comparison distribution is normalised
  have hsum : ∑ x, clusterProb p (insert i S) x * clusterProb p (univ.erase i) x /
      clusterProb p S x = 1 := by
    calc _ = ∑ x, ∑ a, p (update x i a) *
          (clusterProb p (insert i S) x / clusterProb p S x) := by
          refine sum_congr rfl fun x _ => ?_
          rw [hB, ← sum_mul]
          ring
      _ = ∑ y, ∑ b, p y * (clusterProb p (insert i S) (update y i b) /
          clusterProb p S (update y i b)) :=
          hswap fun y x => p y * (clusterProb p (insert i S) x / clusterProb p S x)
      _ = ∑ y, p y := by
          refine sum_congr rfl fun y _ => ?_
          simp only [hC]
          rw [← mul_sum, ← sum_div, sum_clusterProb_update p hi]
          rcases (hp y).eq_or_lt with h | h
          · rw [← h, zero_mul]
          · rw [div_self (h.trans_le (le_clusterProb hp S y)).ne', mul_one]
      _ = 1 := h1
  -- `ln r ≤ r - 1`, configuration by configuration
  have hle : ∑ x, p x * (Real.log (clusterProb p (insert i S) x) +
      Real.log (clusterProb p (univ.erase i) x) - Real.log (p x) -
      Real.log (clusterProb p S x)) ≤
      ∑ x, (clusterProb p (insert i S) x * clusterProb p (univ.erase i) x /
        clusterProb p S x - p x) := by
    refine sum_le_sum fun x _ => ?_
    have hA := le_clusterProb hp (insert i S) x
    have hD := le_clusterProb hp (univ.erase i) x
    have hE := le_clusterProb hp S x
    have hx := hp x
    generalize clusterProb p (insert i S) x = A at *
    generalize clusterProb p (univ.erase i) x = B at *
    generalize clusterProb p S x = C at *
    generalize p x = r at *
    rcases hx.eq_or_lt with h | h
    · subst h
      rw [zero_mul, sub_zero]
      positivity
    · have a0 : 0 < A := h.trans_le hA
      have b0 : 0 < B := h.trans_le hD
      have c0 : 0 < C := h.trans_le hE
      have hl := Real.log_le_sub_one_of_pos (show 0 < A * B / (r * C) by positivity)
      rw [Real.log_div (by positivity) (by positivity), Real.log_mul a0.ne' b0.ne',
        Real.log_mul h.ne' c0.ne'] at hl
      have hm := mul_le_mul_of_nonneg_left hl h.le
      have e : r * (A * B / (r * C) - 1) = A * B / C - r := by
        field_simp
      rw [e] at hm
      linarith
  rw [sum_sub_distrib, hsum, h1] at hle
  simp only [mul_add, mul_sub, sum_add_distrib, sum_sub_distrib] at hle
  simp only [entropy_marginal]
  unfold entropy
  linarith
```

Induction on the cluster carries out the telescoping: the empty cluster has zero entropy, and each inserted site uses `last_gain_le`.

```lean
/-- For a probability distribution `p`, the entropies that the sites of a cluster `S` each add to
all other sites of the lattice sum to at most the entropy of `S`. -/
theorem sum_last_gain_le {p : (∀ i, α i) → ℝ} (hp : ∀ x, 0 ≤ p x) (h1 : ∑ x, p x = 1)
    (S : Finset ι) :
    ∑ i ∈ S, (entropy p - entropy (marginal p (univ.erase i))) ≤ entropy (marginal p S) := by
  induction S using Finset.induction_on with
  | empty =>
    have h : ∀ x, clusterProb p ∅ x = 1 := fun x => by simp [clusterProb, h1]
    rw [entropy_marginal]
    simp [h]
  | insert a s ha ih =>
    rw [sum_insert ha]
    linarith [last_gain_le hp h1 ha]
```

## The inequality and its consequences

The hypotheses `hp` and `h1` say that $p$ is non-negative and sums to one. `Fintype.card ι` is $N$, and `univ.erase i` is $\Lambda\setminus i$. The theorem needs no lower limit on $N$; for one site it reads $0\le0$. Applying it to a real alloy requires a further physical step, the assignment of the atoms to a fixed, finite set of sites.

```lean
/-- **Han's inequality.** For any joint probability distribution of species on `N` sites, `N - 1`
times the configurational entropy is at most the sum over sites `i` of the marginal entropy of
all sites other than `i`. -/
theorem han_inequality {p : (∀ i, α i) → ℝ} (hp : ∀ x, 0 ≤ p x) (h1 : ∑ x, p x = 1) :
    ((Fintype.card ι : ℝ) - 1) * entropy p ≤
      ∑ i, entropy (marginal p (univ.erase i)) := by
  have h := sum_last_gain_le hp h1 univ
  have hu : entropy (marginal p univ) = entropy p := by
    rw [entropy_marginal]
    simp only [clusterProb_univ]
    rfl
  rw [hu, sum_sub_distrib, sum_const, card_univ, nsmul_eq_mul] at h
  linarith
```

Dividing by $N(N-1)$ gives a statement per site, for which $N\ge2$ is assumed: the entropy per site of the lattice is at most the average over the leave-one-out clusters.

```lean
/-- For a probability distribution on `N ≥ 2` sites, the entropy per site is at most the average
entropy per site of the `N` clusters obtained by leaving out one site. -/
theorem entropy_per_site_le {p : (∀ i, α i) → ℝ} (hp : ∀ x, 0 ≤ p x) (h1 : ∑ x, p x = 1)
    (hN : 2 ≤ Fintype.card ι) :
    entropy p / Fintype.card ι ≤
      (∑ i, entropy (marginal p (univ.erase i)) / ((Fintype.card ι : ℝ) - 1)) /
        Fintype.card ι := by
  have hN' : (2 : ℝ) ≤ Fintype.card ι := by exact_mod_cast hN
  have key : entropy p ≤
      ∑ i, entropy (marginal p (univ.erase i)) / ((Fintype.card ι : ℝ) - 1) := by
    rw [← sum_div, le_div_iff₀ (by linarith)]
    linarith [han_inequality hp h1]
  exact div_le_div_of_nonneg_right key (by linarith)
```

Leaving sites out never raises the entropy. This follows from $p(x)\le P_S(x)$ and the monotonicity of the logarithm.

```lean
/-- For non-negative `p`, the marginal entropy of a cluster is at most the full configurational
entropy. -/
theorem entropy_marginal_le {p : (∀ i, α i) → ℝ} (hp : ∀ x, 0 ≤ p x) (S : Finset ι) :
    entropy (marginal p S) ≤ entropy p := by
  rw [entropy_marginal]
  unfold entropy
  refine neg_le_neg (sum_le_sum fun x _ => ?_)
  rcases (hp x).eq_or_lt with h | h
  · rw [← h, zero_mul, zero_mul]
  · exact mul_le_mul_of_nonneg_left (Real.log_le_log h (le_clusterProb hp S x)) h.le
```

The last theorem is the equality for independent sites, with compositions `q i` that may vary from site to site. It shows that the bound is attained. Its proof treats configurations with zero product separately and otherwise turns the logarithm of the product into a sum.

```lean
/-- Han's inequality is an equality when the sites are occupied independently, with normalised
single-site distributions `q i` that may differ from site to site. -/
theorem han_equality_of_independent (q : ∀ i, α i → ℝ) (hq : ∀ i, ∑ a, q i a = 1) :
    ∑ i, entropy (marginal (fun x : ∀ i, α i => ∏ j, q j (x j)) (univ.erase i)) =
      ((Fintype.card ι : ℝ) - 1) * entropy (fun x : ∀ i, α i => ∏ j, q j (x j)) := by
  -- leaving out site `i` removes its factor from the product
  have hB : ∀ i x, clusterProb (fun x : ∀ i, α i => ∏ j, q j (x j)) (univ.erase i) x =
      ∏ j ∈ univ.erase i, q j (x j) := by
    intro i x
    have h := sum_clusterProb_update (fun x : ∀ i, α i => ∏ j, q j (x j))
      (S := univ.erase i) (i := i) (by simp) x
    rw [insert_erase (mem_univ i)] at h
    simp only [clusterProb_univ] at h
    have hb : ∀ b, ∏ j, q j (update x i b j) = q i b * ∏ j ∈ univ.erase i, q j (x j) := by
      intro b
      refine (mul_prod_erase univ (fun j => q j (update x i b j)) (mem_univ i)).symm.trans ?_
      refine congrArg₂ (· * ·) (by simp) (prod_congr rfl fun j hj => ?_)
      rw [update_of_ne (ne_of_mem_erase hj)]
    rw [← h, sum_congr rfl fun b _ => hb b, ← sum_mul, hq, one_mul]
  simp only [entropy_marginal, hB]
  unfold entropy
  rw [sum_neg_distrib, sum_comm, mul_neg, mul_sum]
  refine congrArg Neg.neg (sum_congr rfl fun x _ => ?_)
  by_cases h : ∏ j, q j (x j) = 0
  · simp [h]
  · have hne : ∀ j, q j (x j) ≠ 0 := fun j => prod_ne_zero_iff.1 h j (mem_univ j)
    have hlog : ∀ s : Finset ι, Real.log (∏ j ∈ s, q j (x j)) =
        ∑ j ∈ s, Real.log (q j (x j)) := by
      intro s
      apply Real.log_prod
      exact fun j _ => hne j
    have he : ∀ i, ∑ j ∈ univ.erase i, Real.log (q j (x j)) =
        ∑ j, Real.log (q j (x j)) - Real.log (q i (x i)) := fun i => by
      linarith [add_sum_erase univ (fun j => Real.log (q j (x j))) (mem_univ i)]
    rw [← mul_sum]
    simp only [hlog, he]
    rw [sum_sub_distrib, sum_const, card_univ, nsmul_eq_mul]
    ring

end

end LeaveOneOutEntropy
```

```lean
#print axioms LeaveOneOutEntropy.han_inequality
#print axioms LeaveOneOutEntropy.entropy_per_site_le
#print axioms LeaveOneOutEntropy.entropy_marginal_le
#print axioms LeaveOneOutEntropy.han_equality_of_independent
```

```
'LeaveOneOutEntropy.han_inequality' depends on axioms: [propext, Classical.choice, Quot.sound]
'LeaveOneOutEntropy.entropy_per_site_le' depends on axioms: [propext, Classical.choice, Quot.sound]
'LeaveOneOutEntropy.entropy_marginal_le' depends on axioms: [propext, Classical.choice, Quot.sound]
'LeaveOneOutEntropy.han_equality_of_independent' depends on axioms: [propext, Classical.choice, Quot.sound]
```
